# For anticommuting gammas with unit squares, $(z+H)/(z^2-s)$ inverts $z-H$ whenever $z^2\neq s$

## The gammas, the Hamiltonian and the energy

Let $A$ be an algebra over the complex numbers, for instance the $4\times4$ complex matrices. The gammas are elements $\gamma_i$ of $A$, labelled by a finite index set $\iota$, with

$$\gamma_i^2=1,\qquad \gamma_i\gamma_j+\gamma_j\gamma_i=0\quad(i\neq j).$$

For coefficients $a_i$ put $H=\sum_i a_i\gamma_i$ and $s=\sum_i a_i^2$. A number $z$ standing next to elements of $A$ means $z$ times the identity, which the code writes as `z • (1 : A)`.

All gammas square to $+1$, as the matrices $\alpha_x,\alpha_y,\alpha_z,\beta$ of the Dirac Hamiltonian do; the spatial covariant matrices, which square to $-1$ in the mostly-minus signature, are not meant here. With $\hbar=c=1$ and coefficients $(p_x,p_y,p_z,m)$, $H$ is the free Dirac Hamiltonian at fixed momentum and $s=p^2+m^2$. The "Dirac propagator" below is accordingly the resolvent of this $H$ at a complex energy $z$, with no time ordering, $i\varepsilon$ prescription or position dependence.

In Lean 4 with Mathlib:

```lean
import Mathlib

open Matrix

namespace DiracPropagator

noncomputable section
```

The structure `IsClifford` holds the two relations.

```lean
/-- A family of gamma elements: each squares to one and different ones anticommute. -/
structure IsClifford {ι A : Type*} [Ring A] (γ : ι → A) : Prop where
  sq : ∀ i, γ i * γ i = 1
  anti : ∀ i j, i ≠ j → γ i * γ j + γ j * γ i = 0
```

The Hamiltonian is `diracH`, with complex coefficients.

```lean
variable {ι A : Type*} [Fintype ι] [Ring A] [Algebra ℂ A]

/-- The Dirac Hamiltonian `H = ∑ a_i γ_i`. -/
def diracH (a : ι → ℂ) (γ : ι → A) : A := ∑ i, a i • γ i
```

The number $s$ is `energySq`. It is a sum of squares, not of squared moduli.

```lean
/-- The sum of squared coefficients, `s = ∑ a_i ^ 2`. -/
def energySq (a : ι → ℂ) : ℂ := ∑ i, a i ^ 2
```

The proposed inverse is `propagator`.

```lean
/-- The Dirac propagator `(z + H) / (z ^ 2 - s)`. -/
def propagator (a : ι → ℂ) (γ : ι → A) (z : ℂ) : A :=
  (z ^ 2 - energySq a)⁻¹ • (z • (1 : A) + diracH a γ)
```

## Unit squares and anticommutation

Physically, these relations fix the square of the energy to be $s$: each term contributes its own square, and no two terms interfere. By hand, they enter through the anticommutator of $H$ with one gamma,

$$H\gamma_j+\gamma_jH=\sum_i a_i(\gamma_i\gamma_j+\gamma_j\gamma_i)=2a_j.$$

Every term with $i\neq j$ vanishes by anticommutation, and the term $i=j$ gives $2a_j\gamma_j^2=2a_j$. In the proof, `Finset.sum_eq_single j` isolates that term; `h.sq` evaluates it and `h.anti` removes the others.

```lean
/-- The anticommutator of the Hamiltonian with `γ_j` is the number `2 a_j`. -/
theorem diracH_anticomm {γ : ι → A} (h : IsClifford γ) (a : ι → ℂ) (j : ι) :
    diracH a γ * γ j + γ j * diracH a γ = (2 * a j) • (1 : A) := by
  unfold diracH
  rw [Finset.sum_mul, Finset.mul_sum, ← Finset.sum_add_distrib, Finset.sum_eq_single j]
  · rw [smul_mul_assoc, mul_smul_comm, h.sq j]
    module
  · intro i _ hij
    rw [smul_mul_assoc, mul_smul_comm, ← smul_add, h.anti i j hij, smul_zero]
  · intro hj
    exact absurd (Finset.mem_univ j) hj
```

Multiplying by $a_j$ and summing over $j$ gives

$$2H^2=\sum_j a_j(H\gamma_j+\gamma_jH)=\sum_j 2a_j^2=2s,$$

hence $H^2=s$. The statements `e1` and `e2` expand one factor of $H$ on the right or on the left, `key` is the displayed chain, and the last two lines divide by 2.

```lean
/-- The Hamiltonian squares to the number `s = ∑ a_i ^ 2`. -/
theorem diracH_sq {γ : ι → A} (h : IsClifford γ) (a : ι → ℂ) :
    diracH a γ * diracH a γ = energySq a • (1 : A) := by
  have e1 : ∀ X : A, X * diracH a γ = ∑ j, a j • (X * γ j) := by
    intro X
    simp only [diracH, Finset.mul_sum, mul_smul_comm]
  have e2 : ∀ X : A, diracH a γ * X = ∑ j, a j • (γ j * X) := by
    intro X
    simp only [diracH, Finset.sum_mul, smul_mul_assoc]
  -- twice the square is a weighted sum of anticommutators
  have key : (2 : ℂ) • (diracH a γ * diracH a γ) = (2 : ℂ) • (energySq a • (1 : A)) := by
    calc (2 : ℂ) • (diracH a γ * diracH a γ)
        = diracH a γ * diracH a γ + diracH a γ * diracH a γ := two_smul ℂ _
      _ = ∑ j, a j • (diracH a γ * γ j + γ j * diracH a γ) := by
          simp only [smul_add, Finset.sum_add_distrib]
          rw [← e1 (diracH a γ), ← e2 (diracH a γ)]
      _ = ∑ j, (2 * a j ^ 2) • (1 : A) := by
          refine Finset.sum_congr rfl fun j _ => ?_
          rw [diracH_anticomm h, smul_smul]
          congr 1
          ring
      _ = (2 : ℂ) • (energySq a • (1 : A)) := by
          rw [← Finset.sum_smul, ← Finset.mul_sum, smul_smul, energySq]
  have := congrArg (fun x => (2 : ℂ)⁻¹ • x) key
  simpa only [inv_smul_smul₀ (two_ne_zero : (2 : ℂ) ≠ 0)] using this
```

Both relations matter, as small examples worked by hand show. Take $\gamma_1=\gamma_2=1$ and $a=(1,1)$, so that anticommutation fails. Then $H=2$ and $s=2$, and at $z=2$ we have $z^2\neq s$ although $z-H=0$. If instead the single gamma is $0$ and $a=1$, the unit square fails: $H=0$ and $s=1$, and at $z=0$ again $z^2\neq s$ while $z-H=0$.

The anticommutator has a close relative. For a second Hamiltonian $K=\sum_j b_j\gamma_j$, weighting with $b_j$ in place of $a_j$ gives $HK+KH=2\sum_j a_jb_j$. When $\sum_j a_jb_j=0$, the two therefore anticommute and $(H+K)^2=H^2+K^2$, which is how a mass term adds in quadrature to the kinetic term.

## Coefficients that are numbers

The $a_i$ are complex numbers, so they commute with each other and with every gamma. This describes a fixed momentum, or a fixed crystal momentum in a band model. By hand it is used whenever a coefficient moves past a gamma; in the proofs, `smul_mul_assoc` and `mul_smul_comm` do this.

If the coefficients were operators that commute with the gammas but not with each other, $H^2$ would acquire the extra terms $\sum_{i<j}[a_i,a_j]\gamma_i\gamma_j$ for an ordered index set. This happens for kinetic momenta in a magnetic field, and the simple propagator is then lost.

## An energy off the shell: $z^2\neq s$

The condition $z^2\neq s$ says that $z$ is not one of the energies allowed by the dispersion relation. Since $z$ commutes with $H$,

$$(z-H)(z+H)=z^2-H^2=z^2-s,$$

and the product in the other order is the same. The theorem `factorization` records both orders. It needs no condition on $z$: the tactic `simp` multiplies out and inserts $H^2=s$, and `module` collects the terms.

```lean
/-- The products of `z - H` and `z + H`, in either order, equal the number `z ^ 2 - s`. -/
theorem factorization {γ : ι → A} (h : IsClifford γ) (a : ι → ℂ) (z : ℂ) :
    (z • (1 : A) - diracH a γ) * (z • (1 : A) + diracH a γ) = (z ^ 2 - energySq a) • (1 : A) ∧
    (z • (1 : A) + diracH a γ) * (z • (1 : A) - diracH a γ) = (z ^ 2 - energySq a) • (1 : A) := by
  constructor <;>
  · simp only [sub_mul, add_mul, mul_add, mul_sub, smul_mul_assoc, mul_smul_comm, one_mul,
      mul_one, diracH_sq h]
    module
```

The condition enters only on dividing by $z^2-s$:

$$(z-H)\,\frac{z+H}{z^2-s}=1=\frac{z+H}{z^2-s}\,(z-H).$$

In `propagator_is_inverse` it becomes `hne`, which allows `inv_smul_smul₀` to cancel the scalar. The conclusion consists of two products equal to 1, so it is a genuine two-sided inverse.

```lean
/-- If `z ^ 2 ≠ s`, the Dirac propagator is the two-sided inverse of `z - H`. -/
theorem propagator_is_inverse {γ : ι → A} (h : IsClifford γ) (a : ι → ℂ) {z : ℂ}
    (hz : z ^ 2 ≠ energySq a) :
    (z • (1 : A) - diracH a γ) * propagator a γ z = 1 ∧
    propagator a γ z * (z • (1 : A) - diracH a γ) = 1 := by
  have hne : z ^ 2 - energySq a ≠ 0 := sub_ne_zero.mpr hz
  constructor
  · rw [propagator, mul_smul_comm, (factorization h a z).1, inv_smul_smul₀ hne]
  · rw [propagator, smul_mul_assoc, (factorization h a z).2, inv_smul_smul₀ hne]
```

For a non-interacting two-band model whose Bloch Hamiltonian at each crystal momentum is a real combination of Pauli matrices, this gives the Green's matrix in closed form, without diagonalisation. A term proportional to the identity only shifts $z$.

On the shell the factorisation reads $(z-H)(z+H)=0$. Whether $z-H$ is then singular depends on the next hypothesis.

## At least two gammas in a nontrivial algebra

With two distinct indices and $1\neq0$ in $A$, the off-shell condition is also necessary: $z-H$ is invertible exactly when $z^2\neq s$. Physically, two anticommuting gammas prevent a nonzero $H$ from collapsing to a plain number, so both signs of the energy occur.

Suppose $z^2=s$ and $z-H$ is invertible. Cancelling it in $(z-H)(z+H)=0$ leaves $H=-z$. The anticommutator with $\gamma_j$ then reads $-2z\gamma_j=2a_j$, so $2z\gamma_j=-2a_j$ is a number and commutes with another gamma $\gamma_i$. Together with anticommutation this gives

$$2z\gamma_j\gamma_i=2z\gamma_i\gamma_j=-2z\gamma_j\gamma_i,
\qquad\text{so}\qquad 4z\gamma_j\gamma_i=0.$$

Multiplying by $\gamma_j$ on the left and $\gamma_i$ on the right yields $4z=0$ in $A$. Since $1\neq0$ there, $z=0$. Then $H=0$ too, and $z-H=0$ is not invertible, a contradiction.

The proof follows this order. `hH` is $H=-z$, `hc` says that $2z\gamma_j$ is a number, `hcomm` is the commutation, and `h4` and `h5` lead to $4z=0$. The assumption `[Nontrivial ι]` supplies the pair $i\neq j$ through `exists_pair_ne`; `[Nontrivial A]` is used to conclude $z=0$ and again at the end, where zero must not be a unit. The reverse implication packages the propagator as the inverse.

```lean
/-- With at least two gammas in a nontrivial algebra, `z - H` is invertible exactly when
`z ^ 2 ≠ s`. -/
theorem isUnit_iff_sq_ne [Nontrivial ι] [Nontrivial A] {γ : ι → A} (h : IsClifford γ)
    (a : ι → ℂ) (z : ℂ) :
    IsUnit (z • (1 : A) - diracH a γ) ↔ z ^ 2 ≠ energySq a := by
  constructor
  · intro hu hz
    -- on shell, an invertible `z - H` would force `H = -z`
    have h0 : (z • (1 : A) - diracH a γ) * (z • (1 : A) + diracH a γ) = 0 := by
      rw [(factorization h a z).1, hz, sub_self, zero_smul]
    have h1 : z • (1 : A) + diracH a γ = 0 := hu.mul_right_eq_zero.mp h0
    have hH : diracH a γ = (-z) • (1 : A) := by
      rw [neg_smul]
      exact eq_neg_of_add_eq_zero_right h1
    obtain ⟨i, j, hij⟩ := exists_pair_ne ι
    -- then `2 z γ_j` is a number and commutes with `γ_i`
    have hc : (2 * z) • γ j = (-(2 * a j)) • (1 : A) := by
      have e := diracH_anticomm h a j
      rw [hH] at e
      simp only [smul_mul_assoc, mul_smul_comm, one_mul, mul_one] at e
      linear_combination (norm := module) (-1 : ℂ) • e
    have hcomm : (2 * z) • (γ j * γ i) = (2 * z) • (γ i * γ j) := by
      calc (2 * z) • (γ j * γ i) = ((2 * z) • γ j) * γ i := (smul_mul_assoc _ _ _).symm
        _ = γ i * ((2 * z) • γ j) := by
            rw [hc, smul_mul_assoc, mul_smul_comm, one_mul, mul_one]
        _ = (2 * z) • (γ i * γ j) := mul_smul_comm _ _ _
    have han := h.anti j i hij.symm
    have h4 : (4 * z) • (γ j * γ i) = 0 := by
      linear_combination (norm := module) hcomm + (2 * z) • han
    have h5 : (4 * z) • (1 : A) = 0 := by
      calc (4 * z) • (1 : A) = γ j * ((4 * z) • (γ j * γ i)) * γ i := by
            rw [mul_smul_comm, smul_mul_assoc, ← mul_assoc, h.sq j, one_mul, h.sq i]
        _ = 0 := by rw [h4, mul_zero, zero_mul]
    -- anticommutation leaves only `z = 0`, where `z - H` vanishes
    have hz0 : z = 0 := by
      by_contra hne
      have h4ne : (4 : ℂ) ≠ 0 := by norm_num
      have h6 : (4 * z) ≠ 0 := mul_ne_zero h4ne hne
      have h7 : (1 : A) = 0 := by
        calc (1 : A) = (4 * z)⁻¹ • ((4 * z) • (1 : A)) := (inv_smul_smul₀ h6 _).symm
          _ = 0 := by rw [h5, smul_zero]
      exact one_ne_zero h7
    have hzero : z • (1 : A) - diracH a γ = 0 := by
      rw [hH, hz0]
      simp
    rw [hzero] at hu
    exact not_isUnit_zero hu
  · intro hz
    exact ⟨⟨_, propagator a γ z, (propagator_is_inverse h a hz).1,
      (propagator_is_inverse h a hz).2⟩, rfl⟩
```

In the zero algebra every element is invertible, so the equivalence fails at any $z$ with $z^2=s$. With only one gamma it can fail as well, as the last example below shows.

## Real coefficients

Real $a_i$ are what a Hermitian Hamiltonian built from linearly independent Hermitian gammas requires. They make $s\geq0$, so that $E=\sqrt{s}$ is a real energy. With at least two gammas in a nontrivial algebra, the points where $z-H$ is not invertible are those with $z^2=E^2$, that is, $z=E$ or $z=-E$.

The theorem `spectrum_diracH` keeps the two-gamma and nontriviality assumptions. Its `spectrum ℂ` is the set of complex $z$ for which $z-H$ has no inverse, so it says nothing about multiplicities; when all $a_i$ vanish, the two listed points coincide at $0$. Reality is used in `hE`, where `Real.sq_sqrt` needs a nonnegative sum. The rest rewrites membership in the spectrum by the previous theorem and solves $z^2=E^2$.

```lean
/-- For real coefficients and at least two gammas in a nontrivial algebra, the spectrum of the
Hamiltonian consists of plus and minus the square root of `∑ a_i ^ 2`. -/
theorem spectrum_diracH [Nontrivial ι] [Nontrivial A] {γ : ι → A} (h : IsClifford γ)
    (a : ι → ℝ) :
    spectrum ℂ (diracH (fun i => (a i : ℂ)) γ) =
      {((√(∑ i, a i ^ 2) : ℝ) : ℂ), -((√(∑ i, a i ^ 2) : ℝ) : ℂ)} := by
  have hE : energySq (fun i => (a i : ℂ)) = ((√(∑ i, a i ^ 2) : ℝ) : ℂ) ^ 2 := by
    rw [← Complex.ofReal_pow, Real.sq_sqrt (Finset.sum_nonneg fun i _ => sq_nonneg (a i))]
    simp [energySq]
  ext z
  rw [spectrum.mem_iff, Algebra.algebraMap_eq_smul_one, isUnit_iff_sq_ne h, not_ne_iff, hE,
    sq_eq_sq_iff_eq_or_eq_neg, Set.mem_insert_iff, Set.mem_singleton_iff]
```

For complex coefficients `isUnit_iff_sq_ne` still places the spectrum at the square roots of $s$, but these need not be real: $a=(i,0)$ gives $s=-1$ and the two points $\pm i$. Nor need $H$ be diagonalisable: with $a=(1,i)$ and the Pauli matrices $\sigma_x,\sigma_y$ one has $s=0$ and hence $H^2=0$, although $H\neq0$.

## Pauli matrices, and a single gamma

The Pauli matrices are a concrete family to which all the theorems apply. With real coefficients, $H=\mathbf a\cdot\boldsymbol\sigma$ describes a spin one-half in a constant field, with energies $\pm|\mathbf a|$.

```lean
/-- The three Pauli matrices. -/
def pauli : Fin 3 → Matrix (Fin 2) (Fin 2) ℂ :=
  ![!![0, 1; 1, 0], !![0, -Complex.I; Complex.I, 0], !![1, 0; 0, -1]]
```

The relations are checked entry by entry: `fin_cases` runs through the indices and `simp` evaluates the matrix products.

```lean
/-- The Pauli matrices square to one and anticommute pairwise. -/
theorem isClifford_witness : IsClifford pauli := by
  constructor
  · intro i
    fin_cases i <;> ext k l <;> fin_cases k <;> fin_cases l <;>
      simp [pauli, Matrix.mul_apply, Fin.sum_univ_succ]
  · intro i j hij
    fin_cases i <;> fin_cases j <;> first
      | exact absurd rfl hij
      | (ext k l
         fin_cases k <;> fin_cases l <;>
           simp [pauli])
```

For the single gamma, take $A=\mathbb C$, $\gamma=1$ and $a=1$. Then $H=1$ and $s=1$. At $z=-1$ we have $z^2=s$, yet $z-H=-2$ is invertible: only the energy $+1$ occurs. Anticommutation is satisfied vacuously, because there is no pair of different indices.

```lean
/-- With the single gamma `1` in the complex numbers and `a = 1`, the point `z = -1` satisfies
`z ^ 2 = s` although `z - H` is invertible. -/
theorem single_gamma_counterexample :
    IsClifford (fun _ : Fin 1 => (1 : ℂ)) ∧
    (-1 : ℂ) ^ 2 = energySq (fun _ : Fin 1 => (1 : ℂ)) ∧
    IsUnit ((-1 : ℂ) • (1 : ℂ) - diracH (fun _ : Fin 1 => (1 : ℂ)) (fun _ => (1 : ℂ))) := by
  refine ⟨⟨fun _ => by simp, fun i j hij => absurd (Subsingleton.elim i j) hij⟩,
    by simp [energySq], ?_⟩
  rw [isUnit_iff_ne_zero]
  norm_num [diracH]

end

end DiracPropagator
```

The gammas could also have been modelled as generators of the abstract Clifford algebra of a quadratic form. There $H$ is the image of the vector $a$, and $H^2=s$ is the defining relation, so the summation over anticommutators would disappear. Results for matrices would then have to be carried over by an algebra homomorphism. That preserves inverses, and with them the propagator formula, but it can turn a non-invertible element into an invertible one, so the converse would still need an argument in the target algebra. Working with given elements of $A$ lets the theorems apply to matrices directly.

```lean
#print axioms DiracPropagator.spectrum_diracH
-- 'DiracPropagator.spectrum_diracH' depends on axioms: [propext, Classical.choice, Quot.sound]
#print axioms DiracPropagator.single_gamma_counterexample
-- 'DiracPropagator.single_gamma_counterexample' depends on axioms: [propext, Classical.choice, Quot.sound]
```
